# Four qubits have a two-dimensional common kernel of the collective Pauli operators, three qubits have none

## Noise that cannot tell the qubits apart

Place several qubits so close together that a fluctuating field has the same value at each of them, and suppose that each qubit couples to the field in the same way. The coupling then contains only sums over all qubits, with equal weights. A state on which these sums vanish does not feel the coupling at all. How many qubits are needed before such states form a space large enough to hold a qubit?

Write $\sigma_0,\sigma_1,\sigma_2$ for the Pauli matrices $x,y,z$, and let $S_\alpha$ be the sum of $\sigma_\alpha$ over the $n$ qubits. The coupling is

$$V=\sum_{\alpha=0}^{2} S_\alpha\otimes B_\alpha ,$$

with bath operators $B_\alpha$. The states sought are those with $S_0\psi=S_1\psi=S_2\psi=0$, that is, with total spin zero.

## The statement and its Lean form

A state in `Qubits n` is a complex amplitude $\psi(x)$ for each bit string $x=(x_0,\dots,x_{n-1})$, with no normalisation imposed. For a one-qubit matrix $A$, `collective n A` is the operator

$$(S_A\psi)(x)=\sum_i\sum_{e\in\{0,1\}}A_{x_i e}\,\psi(x\text{ with }x_i\text{ replaced by }e).$$

`commonKernel n` is the intersection of the kernels for $A=\sigma_0,\sigma_1,\sigma_2$. The function `singlet` has values $s(0,1)=1$, $s(1,0)=-1$ and $s(0,0)=s(1,1)=0$. For a four-bit string $abcd$,

$$s_{12}s_{34}=s(a,b)\,s(c,d),\qquad s_{13}s_{24}=s(a,c)\,s(b,d).$$

These names count qubits from one, whereas Lean's site index starts at zero. Each product has norm 2, so the normalised states carry a factor $1/2$. Their overlap is then $1/2$, and a logical basis has to be orthogonalised.

The theorem `four_and_three_qubits` says that `commonKernel 4` is the span of the two products, that its dimension is two, and that `commonKernel 3` is zero. `commonKernel_odd` gives zero for every odd $n$.

The link to the bath is `mem_commonKernel_iff_coupling`. Fix a nonzero complex vector space $E$ of bath states. Then $\psi$ lies in the common kernel exactly when $V(\psi\otimes\varphi)=0$ for every $\varphi\in E$ and every choice of linear maps $B_\alpha$ on $E$. Joint states are written as $E$-valued amplitudes. The maps need not be Hermitian, but they must be defined on all of $E$; for unbounded field operators, $E$ would be a common invariant domain.

For a quantum memory, this means that four qubits can store one qubit untouched by the coupling, provided that the coupling is exactly collective. Time evolution is not modelled: a Hamiltonian acting on the qubits themselves could still carry the state out of the kernel. Nor does the zero kernel on three qubits exclude storing information in a subsystem, where the noise acts on other degrees of freedom of the same states.

## Odd numbers of qubits

The operator $S_2$ is diagonal. Each 0 contributes $+1$ and each 1 contributes $-1$, so a string with $w$ ones gives

$$(S_2\psi)(x)=(n-2w)\,\psi(x).$$

For odd $n$ the factor $n-2w$ is odd and hence nonzero. Every amplitude of a state in the kernel must vanish.

## The singlet products lie in the kernel

Apply $A\otimes 1+1\otimes A$ to the singlet. The four amplitudes are

$$\begin{aligned}
00:&\quad A_{01}s(1,0)+A_{01}s(0,1)=0,\\
01:&\quad A_{00}s(0,1)+A_{11}s(0,1)=\operatorname{tr}A,\\
10:&\quad A_{11}s(1,0)+A_{00}s(1,0)=-\operatorname{tr}A,\\
11:&\quad A_{10}s(0,1)+A_{10}s(1,0)=0.
\end{aligned}$$

The singlet is thus multiplied by $\operatorname{tr}A$, which is zero for a Pauli matrix. On four qubits, group the four terms of $S_\alpha$ into the two singlet pairs. Each pair gives zero, so both products are annihilated.

## Nothing else lies in the kernel

Let $\psi$ be in the four-qubit kernel and write $f_{abcd}$ for its amplitudes. The $S_2$ equation reads $(4-2w)f_{abcd}=0$, so only the six strings with two ones survive. Set $p=f_{0101}$ and $q=f_{0011}$.

The operator $S_0$ flips one bit at a time. Its equations at the strings with a single one, with $f_{0000}=0$ already removed, are

$$\begin{aligned}
0001:&\quad f_{1001}+p+q=0,\\
0010:&\quad f_{1010}+f_{0110}+q=0,\\
0100:&\quad f_{1100}+f_{0110}+p=0,\\
1000:&\quad f_{1100}+f_{1010}+f_{1001}=0.
\end{aligned}$$

The first gives $f_{1001}=-p-q$. Adding the first three and subtracting the fourth gives $2f_{0110}+2p+2q=0$, so $f_{0110}=-p-q$. The second and third then give $f_{1010}=p$ and $f_{1100}=q$. Compare with

$$\begin{aligned}
s_{12}s_{34}&=|0101\rangle-|0110\rangle-|1001\rangle+|1010\rangle,\\
s_{13}s_{24}&=|0011\rangle-|0110\rangle-|1001\rangle+|1100\rangle.
\end{aligned}$$

Hence $\psi=p\,s_{12}s_{34}+q\,s_{13}s_{24}$. If this combination is zero, its amplitudes at $0101$ and $0011$ give $p=q=0$. The products are independent and the dimension is two.

## Two qubits: one state, no qubit

For $n=2$ the same calculation by hand is very short. $S_2$ leaves $f_{01}$ and $f_{10}$, and $S_0$ at $00$ gives $f_{10}+f_{01}=0$. Only multiples of the singlet remain, normalised as $(|01\rangle-|10\rangle)/\sqrt2$. One dimension holds a protected state but no qubit.

## The Lean file

```lean
import Mathlib

open Finset

namespace CollectiveDecoherenceFree

noncomputable section

/-- Pure states of `n` qubits (not necessarily normalised), as amplitudes on bit strings. -/
abbrev Qubits (n : ℕ) := (Fin n → Fin 2) → ℂ

/-- The three Pauli matrices x, y, z, numbered 0, 1, 2. -/
def sigma : Fin 3 → Matrix (Fin 2) (Fin 2) ℂ :=
  ![!![0, 1; 1, 0], !![0, -Complex.I; Complex.I, 0], !![1, 0; 0, -1]]

/-- The collective operator of a one-qubit matrix `A`: the sum over all qubits of `A` acting
on that qubit. -/
def collective (n : ℕ) (A : Matrix (Fin 2) (Fin 2) ℂ) : Qubits n →ₗ[ℂ] Qubits n where
  toFun ψ x := ∑ i, ∑ e, A (x i) e * ψ (Function.update x i e)
  map_add' ψ φ := by
    funext x
    simp [mul_add, Finset.sum_add_distrib]
  map_smul' c ψ := by
    funext x
    simp [Finset.mul_sum, mul_left_comm, mul_add]

/-- The states annihilated by all three collective Pauli operators. -/
def commonKernel (n : ℕ) : Submodule ℂ (Qubits n) :=
  ⨅ α, LinearMap.ker (collective n (sigma α))

/-- Amplitudes of the unnormalised two-qubit singlet, `|01⟩ - |10⟩`. -/
def singlet (a b : Fin 2) : ℂ := !![0, 1; -1, 0] a b

/-- Product of singlets on the first and second qubits (sites 0, 1) and on the third and fourth
(sites 2, 3). -/
def s12s34 : Qubits 4 := fun x => singlet (x 0) (x 1) * singlet (x 2) (x 3)

/-- Product of singlets on the first and third qubits (sites 0, 2) and on the second and fourth
(sites 1, 3). -/
def s13s24 : Qubits 4 := fun x => singlet (x 0) (x 2) * singlet (x 1) (x 3)

/-- The coupling `∑ α, S_α ⊗ B_α` of the qubits to a bath `E`, acting on joint states written
as bath-valued amplitudes. -/
def coupling {n : ℕ} {E : Type*} [AddCommGroup E] [Module ℂ E] (B : Fin 3 → E →ₗ[ℂ] E)
    (Ψ : (Fin n → Fin 2) → E) : (Fin n → Fin 2) → E :=
  fun x => ∑ α, ∑ i, ∑ e, sigma α (x i) e • B α (Ψ (Function.update x i e))

/-- A state is in the common kernel iff each collective Pauli operator annihilates it. -/
theorem mem_commonKernel {n : ℕ} {ψ : Qubits n} :
    ψ ∈ commonKernel n ↔ ∀ α, collective n (sigma α) ψ = 0 := by
  simp only [commonKernel, Submodule.mem_iInf, LinearMap.mem_ker]

/-- The collective z operator is diagonal on bit strings: each 0 contributes `+1` and each 1
contributes `-1`. -/
theorem collective_z_apply {n : ℕ} (ψ : Qubits n) (x : Fin n → Fin 2) :
    collective n (sigma 2) ψ x = (∑ i, (1 - 2 * (((x i : ℕ)) : ℂ))) * ψ x := by
  have hz : ∀ c e : Fin 2, sigma 2 c e = if e = c then 1 - 2 * (((c : ℕ)) : ℂ) else 0 := by
    intro c e
    fin_cases c <;> fin_cases e <;> simp [sigma]
    norm_num
  change ∑ i, ∑ e, sigma 2 (x i) e * ψ (Function.update x i e) = _
  rw [Finset.sum_mul]
  refine Finset.sum_congr rfl fun i _ => ?_
  simp only [hz, ite_mul, zero_mul, Finset.sum_ite_eq', Finset.mem_univ, if_true,
    Function.update_eq_self]

/-- For an odd number of qubits only the zero vector is annihilated by all collective Pauli
operators. -/
theorem commonKernel_odd {n : ℕ} (hn : Odd n) : commonKernel n = ⊥ := by
  rw [Submodule.eq_bot_iff]
  intro ψ hψ
  funext x
  have h : collective n (sigma 2) ψ x = 0 := congrFun (mem_commonKernel.1 hψ 2) x
  rw [collective_z_apply] at h
  rcases mul_eq_zero.1 h with hs | h0
  · -- a vanishing z component would make the number of qubits even
    exfalso
    rw [Finset.sum_sub_distrib, ← Finset.mul_sum] at hs
    simp only [Finset.sum_const, Finset.card_univ, Fintype.card_fin, nsmul_eq_mul,
      mul_one] at hs
    have h2 : (n : ℂ) = ((2 * ∑ i, (x i : ℕ) : ℕ) : ℂ) := by
      push_cast
      linear_combination hs
    have h3 : n = 2 * ∑ i, (x i : ℕ) := Nat.cast_injective h2
    obtain ⟨k, hk⟩ := hn
    generalize (∑ i, (x i : ℕ)) = m at h3
    omega
  · exact h0

/-- On the two-qubit singlet, `A ⊗ 1 + 1 ⊗ A` acts as multiplication by the trace of `A`. -/
theorem singlet_invariant (A : Matrix (Fin 2) (Fin 2) ℂ) (a b : Fin 2) :
    ∑ e, A a e * singlet e b + ∑ e, A b e * singlet a e = A.trace * singlet a b := by
  fin_cases a <;> fin_cases b <;>
    simp [singlet, Fin.sum_univ_two, Matrix.trace_fin_two]

/-- The collective operator on four qubits, written out site by site. -/
theorem collective_four_apply (A : Matrix (Fin 2) (Fin 2) ℂ) (ψ : Qubits 4)
    (a b c d : Fin 2) :
    collective 4 A ψ ![a, b, c, d] =
      ∑ e, A a e * ψ ![e, b, c, d] + ∑ e, A b e * ψ ![a, e, c, d]
        + ∑ e, A c e * ψ ![a, b, e, d] + ∑ e, A d e * ψ ![a, b, c, e] := by
  have h0 : ∀ e, Function.update ![a, b, c, d] 0 e = ![e, b, c, d] := by
    intro e; funext i; fin_cases i <;> rfl
  have h1 : ∀ e, Function.update ![a, b, c, d] 1 e = ![a, e, c, d] := by
    intro e; funext i; fin_cases i <;> rfl
  have h2 : ∀ e, Function.update ![a, b, c, d] 2 e = ![a, b, e, d] := by
    intro e; funext i; fin_cases i <;> rfl
  have h3 : ∀ e, Function.update ![a, b, c, d] 3 e = ![a, b, c, e] := by
    intro e; funext i; fin_cases i <;> rfl
  change ∑ i, ∑ e, A (![a, b, c, d] i) e * ψ (Function.update ![a, b, c, d] i e) = _
  rw [Fin.sum_univ_four]
  simp only [h0, h1, h2, h3]
  rfl

/-- Both singlet products are annihilated by every collective Pauli operator. -/
theorem singlet_products_mem : s12s34 ∈ commonKernel 4 ∧ s13s24 ∈ commonKernel 4 := by
  have ht : ∀ α, (sigma α).trace = 0 := by
    intro α
    fin_cases α <;> simp [sigma, Matrix.trace_fin_two]
  have hA : ∀ a b c d, s12s34 ![a, b, c, d] = singlet a b * singlet c d :=
    fun _ _ _ _ => rfl
  have hB : ∀ a b c d, s13s24 ![a, b, c, d] = singlet a c * singlet b d :=
    fun _ _ _ _ => rfl
  have eta : ∀ x : Fin 4 → Fin 2, x = ![x 0, x 1, x 2, x 3] := by
    intro x; funext i; fin_cases i <;> rfl
  have inv := fun α a b => singlet_invariant (sigma α) a b
  simp only [ht, zero_mul, Fin.sum_univ_two] at inv
  constructor <;> refine mem_commonKernel.2 fun α => funext fun x => ?_
  · rw [eta x, collective_four_apply, Pi.zero_apply]
    simp only [hA, Fin.sum_univ_two]
    linear_combination singlet (x 2) (x 3) * inv α (x 0) (x 1)
      + singlet (x 0) (x 1) * inv α (x 2) (x 3)
  · rw [eta x, collective_four_apply, Pi.zero_apply]
    simp only [hB, Fin.sum_univ_two]
    linear_combination singlet (x 1) (x 3) * inv α (x 0) (x 2)
      + singlet (x 0) (x 2) * inv α (x 1) (x 3)

/-- Every four-qubit state annihilated by the collective Pauli operators is a superposition of
the two singlet products. -/
theorem mem_span_of_mem_commonKernel {ψ : Qubits 4} (hψ : ψ ∈ commonKernel 4) :
    ψ ∈ Submodule.span ℂ {s12s34, s13s24} := by
  obtain ⟨f, hf⟩ : ∃ f : Fin 2 → Fin 2 → Fin 2 → Fin 2 → ℂ,
      ∀ a b c d, ψ ![a, b, c, d] = f a b c d :=
    ⟨fun a b c d => ψ ![a, b, c, d], fun _ _ _ _ => rfl⟩
  have E := fun α a b c d => congrFun (mem_commonKernel.1 hψ α) ![a, b, c, d]
  simp only [collective_four_apply, Fin.sum_univ_two, hf, Pi.zero_apply] at E
  -- the z equations remove all amplitudes without exactly two ones
  have Z := E 2
  have z00 : sigma 2 0 0 = 1 := by simp [sigma]
  have z01 : sigma 2 0 1 = 0 := by simp [sigma]
  have z10 : sigma 2 1 0 = 0 := by simp [sigma]
  have z11 : sigma 2 1 1 = -1 := by simp [sigma]
  have o : f 0 0 0 0 = 0 := by
    have h := Z 0 0 0 0; simp only [z00, z01] at h; linear_combination h / 4
  have o1 : f 0 0 0 1 = 0 := by
    have h := Z 0 0 0 1; simp only [z00, z01, z10, z11] at h; linear_combination h / 2
  have o2 : f 0 0 1 0 = 0 := by
    have h := Z 0 0 1 0; simp only [z00, z01, z10, z11] at h; linear_combination h / 2
  have o3 : f 0 1 0 0 = 0 := by
    have h := Z 0 1 0 0; simp only [z00, z01, z10, z11] at h; linear_combination h / 2
  have o4 : f 1 0 0 0 = 0 := by
    have h := Z 1 0 0 0; simp only [z00, z01, z10, z11] at h; linear_combination h / 2
  have o5 : f 0 1 1 1 = 0 := by
    have h := Z 0 1 1 1; simp only [z00, z01, z10, z11] at h; linear_combination -h / 2
  have o6 : f 1 0 1 1 = 0 := by
    have h := Z 1 0 1 1; simp only [z00, z01, z10, z11] at h; linear_combination -h / 2
  have o7 : f 1 1 0 1 = 0 := by
    have h := Z 1 1 0 1; simp only [z00, z01, z10, z11] at h; linear_combination -h / 2
  have o8 : f 1 1 1 0 = 0 := by
    have h := Z 1 1 1 0; simp only [z00, z01, z10, z11] at h; linear_combination -h / 2
  have o9 : f 1 1 1 1 = 0 := by
    have h := Z 1 1 1 1; simp only [z10, z11] at h; linear_combination -h / 4
  -- the x equations relate the six remaining amplitudes
  have x00 : sigma 0 0 0 = 0 := by simp [sigma]
  have x01 : sigma 0 0 1 = 1 := by simp [sigma]
  have x10 : sigma 0 1 0 = 1 := by simp [sigma]
  have x11 : sigma 0 1 1 = 0 := by simp [sigma]
  have e1 := E 0 0 0 0 1
  have e2 := E 0 0 0 1 0
  have e3 := E 0 0 1 0 0
  have e4 := E 0 1 0 0 0
  simp only [x00, x01, x10, x11] at e1 e2 e3 e4
  have s : f 1 0 0 1 = -f 0 1 0 1 + -f 0 0 1 1 := by linear_combination e1 - o
  have r : f 0 1 1 0 = -f 0 1 0 1 + -f 0 0 1 1 := by
    linear_combination (e1 + e2 + e3 - e4) / 2 - o
  have t : f 1 0 1 0 = f 0 1 0 1 := by linear_combination e2 - r - o
  have u : f 1 1 0 0 = f 0 0 1 1 := by linear_combination e3 - r - o
  have key : ∀ a b c d, f 0 1 0 1 * (singlet a b * singlet c d)
      + f 0 0 1 1 * (singlet a c * singlet b d) = f a b c d := by
    intro a b c d
    fin_cases a <;> fin_cases b <;> fin_cases c <;> fin_cases d <;>
      simp [singlet, o, o1, o2, o3, o4, o5, o6, o7, o8, o9, s, r, t, u]
  refine Submodule.mem_span_pair.2 ⟨f 0 1 0 1, f 0 0 1 1, funext fun x => ?_⟩
  have eta : ![x 0, x 1, x 2, x 3] = x := by
    funext i; fin_cases i <;> rfl
  have h := key (x 0) (x 1) (x 2) (x 3)
  rw [← hf (x 0) (x 1) (x 2) (x 3), eta] at h
  exact h

/-- On four qubits the common kernel of the collective Pauli operators is spanned by the two
singlet products and has dimension two; on three qubits it is zero. -/
theorem four_and_three_qubits :
    commonKernel 4 = Submodule.span ℂ {s12s34, s13s24} ∧
      Module.finrank ℂ (commonKernel 4) = 2 ∧ commonKernel 3 = ⊥ := by
  have hspan : commonKernel 4 = Submodule.span ℂ {s12s34, s13s24} := by
    apply le_antisymm
    · exact fun ψ hψ => mem_span_of_mem_commonKernel hψ
    · rw [Submodule.span_le]
      rintro ψ (rfl | rfl)
      · exact singlet_products_mem.1
      · exact singlet_products_mem.2
  refine ⟨hspan, ?_, commonKernel_odd ⟨1, by norm_num⟩⟩
  -- the bit strings 0101 and 0011 separate the two products
  have hli : LinearIndependent ℂ ![s12s34, s13s24] := by
    rw [LinearIndependent.pair_iff]
    intro p q h
    have h1 : p * (singlet 0 1 * singlet 0 1) + q * (singlet 0 0 * singlet 1 1) = 0 :=
      congrFun h ![0, 1, 0, 1]
    have h2 : p * (singlet 0 0 * singlet 1 1) + q * (singlet 0 1 * singlet 0 1) = 0 :=
      congrFun h ![0, 0, 1, 1]
    simp [singlet] at h1 h2
    exact ⟨h1, h2⟩
  have hr : Set.range ![s12s34, s13s24] = {s12s34, s13s24} := by
    ext φ
    simp
    exact or_comm
  have hc := finrank_span_eq_card hli
  rw [hr, Fintype.card_fin] at hc
  rw [hspan]
  exact hc

/-- For a nonzero bath space, a qubit state lies in the common kernel exactly when every
collective coupling annihilates its product with every bath state. -/
theorem mem_commonKernel_iff_coupling {n : ℕ} (E : Type*) [AddCommGroup E] [Module ℂ E]
    [Nontrivial E] (ψ : Qubits n) :
    ψ ∈ commonKernel n ↔
      ∀ (B : Fin 3 → E →ₗ[ℂ] E) (φ : E), coupling B (fun x => ψ x • φ) = 0 := by
  have hc : ∀ (B : Fin 3 → E →ₗ[ℂ] E) (φ : E) (x : Fin n → Fin 2),
      coupling B (fun x => ψ x • φ) x = ∑ α, collective n (sigma α) ψ x • B α φ := by
    intro B φ x
    refine Finset.sum_congr rfl fun α _ => ?_
    change _ = (∑ i, ∑ e, sigma α (x i) e * ψ (Function.update x i e)) • B α φ
    simp only [Finset.sum_smul, map_smul, smul_smul]
  rw [mem_commonKernel]
  constructor
  · intro h B φ
    funext x
    rw [hc]
    simp [h]
  · -- switch on one bath operator at a time
    intro h α
    funext x
    obtain ⟨φ, hφ⟩ := exists_ne (0 : E)
    have h1 := congrFun (h (fun β => if β = α then LinearMap.id else 0) φ) x
    rw [hc, Finset.sum_eq_single α (fun β _ hβ => by simp [hβ]) (by simp)] at h1
    simp only [if_true, LinearMap.id_apply, Pi.zero_apply] at h1
    exact (smul_eq_zero.1 h1).resolve_right hφ

end

end CollectiveDecoherenceFree
```

```lean
#print axioms CollectiveDecoherenceFree.four_and_three_qubits
#print axioms CollectiveDecoherenceFree.mem_commonKernel_iff_coupling
```

```
'CollectiveDecoherenceFree.four_and_three_qubits' depends on axioms: [propext, Classical.choice, Quot.sound]
'CollectiveDecoherenceFree.mem_commonKernel_iff_coupling' depends on axioms: [propext, Classical.choice, Quot.sound]
```

## How the proof follows the calculation

`collective_z_apply` establishes the diagonal form of $S_2$. In `commonKernel_odd`, a vanishing diagonal entry is turned into the equation $n=2\sum_i x_i$ between natural numbers, which `omega` refutes for odd $n$.

`singlet_invariant` is the trace identity, checked at the four bit pairs. `collective_four_apply` writes the collective operator as four one-site sums. In `singlet_products_mem`, each `linear_combination` adds the two pair identities, each multiplied by the amplitude of the other singlet: this is the grouping into pairs.

`mem_span_of_mem_commonKernel` carries out the elimination. The facts `o` and `o1` to `o9` remove the ten amplitudes without exactly two ones. The equations `e1` to `e4` are the four $S_0$ equations in the order above, and `s`, `r`, `t`, `u` are their solutions for $f_{1001}$, $f_{0110}$, $f_{1010}$ and $f_{1100}$. `key` then compares all sixteen amplitudes with the combination of singlet products. The $S_1$ equations are never used in this direction.

`four_and_three_qubits` joins the two inclusions into an equality of subspaces. It proves independence by evaluating at $0101$ and $0011$, and from that obtains the dimension.

For the bath statement, the auxiliary identity `hc` shows that

$$V(\psi\otimes\varphi)=\sum_\alpha (S_\alpha\psi)\otimes B_\alpha\varphi .$$

If all $S_\alpha\psi$ vanish, so does the sum. Conversely, choose a nonzero $\varphi$, set one $B_\alpha$ to the identity and the other two to zero. What remains is $(S_\alpha\psi)\otimes\varphi=0$, which forces $S_\alpha\psi=0$. This is where the bath space must be nonzero.
